# For a degenerate level at energy zero, with linear coupling and one force constant k, the minimum of the lowest energy sheet is −1/(2k) times the maximum over normalised electronic states of the summed squared coupling expectation values

Q: A molecule has an $n$-fold degenerate electronic level, and distortions $q_i$ couple to it linearly. A distortion can lower the electronic energy, but it costs elastic energy. To find the deepest point of the lowest energy sheet, I would diagonalise at every $q$. How can a maximum over electronic states at no particular geometry replace that?

A: Put the level at energy zero. With Hermitian coupling matrices $V_i$ and stiffness $k>0$,
$$H(q)=\tfrac{k}{2}\sum_i q_i^2\,I+\sum_i q_iV_i .$$
For a unit vector $u$, write $v_i=\langle u,V_iu\rangle$ and $S(u)=\sum_i v_i^2$. Completing the square gives
$$\langle u,H(q)u\rangle=\tfrac{k}{2}\sum_i\Big(q_i+\frac{v_i}{k}\Big)^2-\frac{S(u)}{2k}.$$
Let $M$ be the maximum of $S$. The square is nonnegative and $S(u)\le M$, so no energy lies below $-M/(2k)$. Take a maximising $u$ and set $q_i=-v_i/k$: its energy is exactly $-M/(2k)$. The lowest eigenvalue there is no higher, by the variational principle, and no lower, by the bound.

Q: Does the code describe that same system?

A: These are its definitions. The index type `n` labels electronic states and `ι` labels distortions; both are finite.

In Lean 4 with Mathlib:

```lean
import Mathlib

open Matrix
open scoped ComplexOrder

namespace OpikPryceExtremal

noncomputable section

variable {n ι : Type*} [Fintype n] [DecidableEq n] [Fintype ι]

/-- A normalised electronic state. -/
def IsState (u : n → ℂ) : Prop := star u ⬝ᵥ u = 1

/-- The (real part of the) expectation value of `A` in `u`. -/
def expect (A : Matrix n n ℂ) (u : n → ℂ) : ℝ := (star u ⬝ᵥ A *ᵥ u).re

/-- The linear vibronic Hamiltonian at distortion `q`: elastic energy plus linear coupling. -/
def vibronic (k : ℝ) (V : ι → Matrix n n ℂ) (q : ι → ℝ) : Matrix n n ℂ :=
  ((k / 2 * ∑ i, q i ^ 2 : ℝ) : ℂ) • (1 : Matrix n n ℂ) + ∑ i, (q i : ℂ) • V i

/-- `E` is the lowest real eigenvalue of `H`. -/
def IsGroundEnergy (H : Matrix n n ℂ) (E : ℝ) : Prop :=
  IsLeast {e : ℝ | ∃ u, IsState u ∧ H *ᵥ u = (e : ℂ) • u} E

/-- The sum of the squared expectation values of the coupling matrices in the state `u`. -/
def strength (V : ι → Matrix n n ℂ) (u : n → ℂ) : ℝ := ∑ i, expect (V i) u ^ 2
```

`IsGroundEnergy H E` says that `E` is the least real number occurring as an eigenvalue with a normalised eigenvector. `strength` is $S$.

Q: `expect` keeps only a real part. What has been thrown away?

A: Nothing, for Hermitian matrices: $u^\dagger Au$ equals its own conjugate, as `expect_real` shows. The lemma before it gives linearity, and the one after it writes the squared norm as a sum of $|u_i|^2$.

```lean
omit [DecidableEq n] in
/-- Expectation values are linear in the observable. -/
theorem expect_add_smul (A B : Matrix n n ℂ) (c : ℝ) (u : n → ℂ) :
    expect (A + (c : ℂ) • B) u = expect A u + c * expect B u := by
  unfold expect
  rw [Matrix.add_mulVec, dotProduct_add, Matrix.smul_mulVec, dotProduct_smul, smul_eq_mul,
    Complex.add_re, Complex.re_ofReal_mul]

omit [DecidableEq n] in
/-- For a Hermitian matrix the quadratic form `u†Au` is real. -/
theorem expect_real {A : Matrix n n ℂ} (hA : A.IsHermitian) (u : n → ℂ) :
    star u ⬝ᵥ A *ᵥ u = (expect A u : ℂ) := by
  have h : star (star u ⬝ᵥ A *ᵥ u) = star u ⬝ᵥ A *ᵥ u := by
    rw [← Matrix.star_dotProduct, Matrix.star_mulVec, hA.eq, ← Matrix.dotProduct_mulVec]
  exact (Complex.conj_eq_iff_re.1 h).symm

omit [DecidableEq n] in
/-- The squared norm of a vector is the sum of the squared moduli of its amplitudes. -/
theorem star_dot_self (x : n → ℂ) :
    star x ⬝ᵥ x = ((∑ i, Complex.normSq (x i) : ℝ) : ℂ) := by
  simp [dotProduct, Complex.normSq_eq_conj_mul_self]
```

Q: You also assumed that the maximum is attained.

A: The unit sphere is closed, and each amplitude has modulus at most 1, so it is compact. It is nonempty because $n\ge1$ supplies a basis vector. Continuous functions such as $S$ therefore attain their extrema on it.

```lean
/-- The normalised states form a nonempty compact set. -/
theorem states_compact [Nonempty n] :
    IsCompact {u : n → ℂ | IsState u} ∧ {u : n → ℂ | IsState u}.Nonempty := by
  constructor
  · refine Metric.isCompact_of_isClosed_isBounded (isClosed_eq ?_ continuous_const)
      ((Metric.isBounded_closedBall (x := (0 : n → ℂ)) (r := 1)).subset ?_)
    · simp only [dotProduct, Pi.star_apply]
      fun_prop
    · intro u hu
      have h1 : ∑ i, Complex.normSq (u i) = 1 := by
        have h := (star_dot_self u).symm.trans hu
        exact_mod_cast h
      rw [mem_closedBall_zero_iff, pi_norm_le_iff_of_nonneg zero_le_one]
      intro i
      have h2 := Finset.single_le_sum (f := fun j => Complex.normSq (u j))
        (fun j _ => Complex.normSq_nonneg _) (Finset.mem_univ i)
      have h3 := Complex.sq_norm (u i)

      nlinarith [norm_nonneg (u i)]
  · obtain ⟨i⟩ := ‹Nonempty n›
    exact ⟨Pi.single i 1, by simp [IsState]⟩
```

The completed square is then proved by adding the modes one at a time.

```lean
/-- The energy of a state at distortion `q`, with the square in `q` completed. -/
theorem energy_complete_square {k : ℝ} (hk : k ≠ 0) (V : ι → Matrix n n ℂ) (q : ι → ℝ)
    {u : n → ℂ} (hu : IsState u) :
    expect (vibronic k V q) u
      = k / 2 * ∑ i, (q i + expect (V i) u / k) ^ 2 - strength V u / (2 * k) := by
  classical
  have hs : ∀ (c : ℝ) (s : Finset ι),
      expect ((c : ℂ) • (1 : Matrix n n ℂ) + ∑ i ∈ s, (q i : ℂ) • V i) u
        = c + ∑ i ∈ s, q i * expect (V i) u := by
    intro c s
    induction s using Finset.induction_on with
    | empty =>
      have h := expect_add_smul 0 (1 : Matrix n n ℂ) c u
      have h1 : expect (1 : Matrix n n ℂ) u = 1 := by
        rw [expect, Matrix.one_mulVec, show star u ⬝ᵥ u = 1 from hu, Complex.one_re]
      have h0 : expect (0 : Matrix n n ℂ) u = 0 := by simp [expect]
      rw [h1, h0, zero_add, zero_add, mul_one] at h
      rw [Finset.sum_empty, Finset.sum_empty, add_zero, add_zero, h]
    | insert a s ha ih =>
      rw [Finset.sum_insert ha, Finset.sum_insert ha, add_comm ((q a : ℂ) • V a), ← add_assoc,
        expect_add_smul, ih]
      ring
  rw [vibronic, hs, strength, Finset.mul_sum, Finset.mul_sum, Finset.sum_div,
    ← Finset.sum_add_distrib, ← Finset.sum_sub_distrib]
  refine Finset.sum_congr rfl fun i _ => ?_
  field_simp
  ring
```

Q: A minimum of expectation values is not yet an eigenvalue.

A: Let $u$ minimise $\langle u,Hu\rangle$ over unit vectors, with value $\lambda$. Rescaling gives $\langle x,Hx\rangle\ge\lambda\langle x,x\rangle$ for every $x$, which is `key` in the code. So $P=H-\lambda I$ is positive semidefinite and can be written $B^\dagger B$. From $\langle u,Pu\rangle=\|Bu\|^2=0$ follows $Pu=0$, that is, $Hu=\lambda u$.

```lean
/-- A state of minimal energy for a Hermitian matrix is an eigenvector. -/
theorem eigen_of_min {H : Matrix n n ℂ} (hH : H.IsHermitian) {u : n → ℂ} (hu : IsState u)
    (hmin : ∀ w, IsState w → expect H u ≤ expect H w) :
    H *ᵥ u = (expect H u : ℂ) • u := by
  -- by scaling, the bound extends to vectors of any norm
  have key : ∀ x, expect H u * expect (1 : Matrix n n ℂ) x ≤ expect H x := by
    intro x
    have hN : expect (1 : Matrix n n ℂ) x = ∑ i, Complex.normSq (x i) := by
      rw [expect, Matrix.one_mulVec, star_dot_self, Complex.ofReal_re]
    rcases eq_or_ne x 0 with rfl | hx
    · simp [expect]
    have hpos : 0 < expect (1 : Matrix n n ℂ) x := by
      rw [hN]
      obtain ⟨i, hi⟩ := Function.ne_iff.1 hx
      exact Finset.sum_pos' (fun j _ => Complex.normSq_nonneg _)
        ⟨i, Finset.mem_univ i, Complex.normSq_pos.2 hi⟩
    obtain ⟨c, hc⟩ : ∃ c : ℝ, c ^ 2 * expect (1 : Matrix n n ℂ) x = 1 :=
      ⟨(√(expect (1 : Matrix n n ℂ) x))⁻¹, by
        rw [inv_pow, Real.sq_sqrt hpos.le, inv_mul_cancel₀ hpos.ne']⟩
    have hs : ∀ A : Matrix n n ℂ, star ((c : ℂ) • x) ⬝ᵥ A *ᵥ ((c : ℂ) • x)
        = ((c ^ 2 : ℝ) : ℂ) * (star x ⬝ᵥ A *ᵥ x) := by
      intro A
      rw [star_smul, Matrix.mulVec_smul, smul_dotProduct, dotProduct_smul]
      simp only [smul_eq_mul, Complex.star_def, Complex.conj_ofReal, Complex.ofReal_pow]
      ring
    have hw : IsState ((c : ℂ) • x) := by
      have h := hs 1
      rw [Matrix.one_mulVec, Matrix.one_mulVec, star_dot_self x, ← hN, ← Complex.ofReal_mul,
        hc, Complex.ofReal_one] at h
      exact h
    have h := hmin _ hw
    have h2 : expect H ((c : ℂ) • x) = c ^ 2 * expect H x := by
      unfold expect
      rw [hs, Complex.re_ofReal_mul]
    rw [h2] at h
    calc _ ≤ c ^ 2 * expect H x * expect (1 : Matrix n n ℂ) x :=
          mul_le_mul_of_nonneg_right h hpos.le
      _ = _ := by linear_combination expect H x * hc
  -- the shifted matrix is positive semidefinite and its form vanishes at `u`
  have hA : (H + ((-expect H u : ℝ) : ℂ) • (1 : Matrix n n ℂ)).IsHermitian := by
    refine hH.add ?_
    simp only [Matrix.IsHermitian, Matrix.conjTranspose_smul, Matrix.conjTranspose_one,
      Complex.star_def, Complex.conj_ofReal]
  have hP := Matrix.PosSemidef.of_dotProduct_mulVec_nonneg hA (fun x => by
    rw [expect_real hA x, expect_add_smul]
    exact Complex.zero_le_real.2 (by linarith [key x]))
  have h1 : expect (1 : Matrix n n ℂ) u = 1 := by
    rw [expect, Matrix.one_mulVec, show star u ⬝ᵥ u = 1 from hu, Complex.one_re]
  have h := (hP.dotProduct_mulVec_zero_iff u).1 (by
    rw [expect_real hA u, expect_add_smul, h1, mul_one, add_neg_cancel, Complex.ofReal_zero])
  rw [Matrix.add_mulVec, Matrix.smul_mulVec, Matrix.one_mulVec, Complex.ofReal_neg, neg_smul,
    add_neg_eq_zero] at h
  exact h
```

Conversely, any eigenvalue is the expectation value in its own unit eigenvector, so none lies below $\lambda$.

```lean
/-- Variational principle: a Hermitian matrix has a lowest eigenvalue, and it is the minimum of
the energy over normalised states. -/
theorem exists_ground_state [Nonempty n] {H : Matrix n n ℂ} (hH : H.IsHermitian) :
    ∃ u, IsState u ∧ IsGroundEnergy H (expect H u) ∧
      ∀ w, IsState w → expect H u ≤ expect H w := by
  have hc : Continuous (expect H) := by
    refine Complex.continuous_re.comp ?_
    simp only [dotProduct, Matrix.mulVec, Pi.star_apply]
    fun_prop
  obtain ⟨u, hu, hmin⟩ := states_compact.1.exists_isMinOn states_compact.2 hc.continuousOn
  have hm : ∀ w, IsState w → expect H u ≤ expect H w := fun w hw => hmin hw
  refine ⟨u, hu, ⟨⟨u, hu, eigen_of_min hH hu hm⟩, ?_⟩, hm⟩
  rintro e ⟨w, hw, he⟩
  have h : expect H w = e := by
    rw [expect, he, dotProduct_smul, show star w ⬝ᵥ w = 1 from hw]
    simp
  exact h ▸ hm w hw
```

Q: And the main theorem?

A: For $k>0$ and Hermitian $V_i$, it says that one number $M$ is the greatest value of `strength` over states, and that $-M/(2k)$ is the least ground energy over all real distortions. `hlow` is the lower bound; the chosen `q` attains it.

```lean
/-- Opik-Pryce extremal principle: the minimum over all distortions of the lowest eigenvalue is
`-1/(2k)` times the maximum over normalised states of the summed squared couplings. -/
theorem opik_pryce_extremal [Nonempty n] {k : ℝ} (hk : 0 < k) {V : ι → Matrix n n ℂ}
    (hV : ∀ i, (V i).IsHermitian) :
    ∃ M : ℝ, IsGreatest {s | ∃ u, IsState u ∧ strength V u = s} M ∧
      IsLeast {E | ∃ q : ι → ℝ, IsGroundEnergy (vibronic k V q) E} (-(M / (2 * k))) := by
  have hc : Continuous (strength V) := by
    refine continuous_finsetSum _ fun i _ => Continuous.pow ?_ 2
    refine Complex.continuous_re.comp ?_
    simp only [dotProduct, Matrix.mulVec, Pi.star_apply]
    fun_prop
  obtain ⟨u, hu, hmax⟩ := states_compact.1.exists_isMaxOn states_compact.2 hc.continuousOn
  have hm : ∀ w, IsState w → strength V w ≤ strength V u := fun w hw => hmax hw
  -- no ground energy lies below the bound
  have hlow : ∀ (q : ι → ℝ) (E : ℝ), IsGroundEnergy (vibronic k V q) E →
      -(strength V u / (2 * k)) ≤ E := by
    intro q E hE
    obtain ⟨w, hw, he⟩ := hE.1
    have h : expect (vibronic k V q) w = E := by
      rw [expect, he, dotProduct_smul, show star w ⬝ᵥ w = 1 from hw]
      simp
    rw [energy_complete_square hk.ne' V q hw] at h
    have h1 : strength V w / (2 * k) ≤ strength V u / (2 * k) :=
      div_le_div_of_nonneg_right (hm w hw) (by positivity)
    have h2 : 0 ≤ k / 2 * ∑ i, (q i + expect (V i) w / k) ^ 2 := by positivity
    linarith
  refine ⟨strength V u, ⟨⟨u, hu, rfl⟩, ?_⟩, ?_, ?_⟩
  · rintro s ⟨w, hw, rfl⟩
    exact hm w hw
  · -- the distortion that completes the square for `u` attains the bound
    let q : ι → ℝ := fun i => -(expect (V i) u / k)
    have hH : (vibronic k V q).IsHermitian := by
      simp only [Matrix.IsHermitian, vibronic, Matrix.conjTranspose_add,
        Matrix.conjTranspose_smul, Matrix.conjTranspose_one, Matrix.conjTranspose_sum,
        Complex.star_def, Complex.conj_ofReal, fun i => (hV i).eq]
    obtain ⟨w, _, hg, hw⟩ := exists_ground_state hH
    have h : expect (vibronic k V q) u = -(strength V u / (2 * k)) := by
      rw [energy_complete_square hk.ne' V q hu]
      simp [q]
    have h2 := le_antisymm ((hw u hu).trans_eq h) (hlow q _ hg)
    exact ⟨q, h2 ▸ hg⟩
  · rintro E ⟨q, hE⟩
    exact hlow q E hE
```

For classical nuclei in a linear model with a single force constant, $M/(2k)$ is the drop in energy from $q=0$ to the deepest point of the lowest sheet. It is the Jahn–Teller stabilisation energy when no totally symmetric mode is included; such a mode would add a relaxation energy of its own. Unequal positive stiffnesses must first be absorbed by rescaling the coordinates. Quadratic coupling, an initial splitting of the level, and the saddle points that the Öpik–Pryce method also locates are not treated.

Q: Does it at least prove the Jahn–Teller theorem?

A: No. It shows that some distortion lowers the energy below zero exactly when some $V_i\neq0$; whether symmetry allows such a coupling is a separate question. Nor need the level split: $V_i=I$ merely shifts it.

If all $V_i$ vanish, $M=0$ and no energy is negative. If $M$ were not positive, every $\langle u,V_iu\rangle$ would vanish, every state would minimise $V_i$ with eigenvalue 0, and applying $V_i$ to basis vectors would give $V_i=0$.

```lean
/-- Some distortion has a negative ground energy exactly when some coupling matrix is nonzero. -/
theorem instability_iff [Nonempty n] {k : ℝ} (hk : 0 < k) {V : ι → Matrix n n ℂ}
    (hV : ∀ i, (V i).IsHermitian) :
    (∃ (q : ι → ℝ) (E : ℝ), IsGroundEnergy (vibronic k V q) E ∧ E < 0) ↔ ∃ i, V i ≠ 0 := by
  obtain ⟨M, ⟨⟨u, _, hM⟩, hmax⟩, ⟨q, hq⟩, hlow⟩ := opik_pryce_extremal hk hV
  constructor
  · rintro ⟨q', E, hE, hneg⟩
    by_contra! h
    have h0 : M = 0 := by
      rw [← hM]
      simp [strength, expect, h]
    have h1 := hlow ⟨q', hE⟩
    rw [h0, zero_div, neg_zero] at h1
    linarith
  · rintro ⟨i, hi⟩
    have hpos : 0 < M := by
      by_contra hcon
      apply hi
      -- otherwise every expectation value of `V i` vanishes, so every state is in its kernel
      have hz : ∀ w, IsState w → expect (V i) w = 0 := by
        intro w hw
        have h1 : strength V w ≤ M := hmax ⟨w, hw, rfl⟩
        have h2 : expect (V i) w ^ 2 ≤ strength V w :=
          Finset.single_le_sum (f := fun j => expect (V j) w ^ 2)
            (fun j _ => sq_nonneg _) (Finset.mem_univ i)
        exact (pow_eq_zero_iff two_ne_zero).1 (le_antisymm (by linarith) (sq_nonneg _))
      ext a b
      have hb : IsState (Pi.single b 1 : n → ℂ) := by simp [IsState]
      have h := eigen_of_min (hV i) hb (fun w hw => (hz _ hb).trans_le (hz w hw).ge)
      rw [hz _ hb] at h
      simpa using congrFun h a
    have h : 0 < M / (2 * k) := by positivity
    exact ⟨q, _, hq, by linarith⟩
```

Q: Show me a case I know.

A: Take linear $E\otimes e$, with $V_0=g\sigma_z$ and $V_1=g\sigma_x$.

```lean
/-- The coupling matrices of the linear E⊗e problem, `g σ_z` and `g σ_x`. -/
def eeCoupling (g : ℝ) : Fin 2 → Matrix (Fin 2) (Fin 2) ℂ :=
  ![!![(g : ℂ), 0; 0, -(g : ℂ)], !![0, (g : ℂ); (g : ℂ), 0]]
```

For a unit vector $(u_0,u_1)$,
$$S=g^2\big[(|u_0|^2-|u_1|^2)^2+4(\mathrm{Re}\,\bar u_0u_1)^2\big]=g^2\big[1-4(\mathrm{Im}\,\bar u_0u_1)^2\big]\le g^2,$$
with equality at $(1,0)$. The minimum is $-g^2/(2k)$.

```lean
/-- In the linear E⊗e problem the minimum of the lowest eigenvalue is `-g²/(2k)`. -/
theorem ee_minimum {k : ℝ} (hk : 0 < k) (g : ℝ) :
    IsLeast {E | ∃ q : Fin 2 → ℝ, IsGroundEnergy (vibronic k (eeCoupling g) q) E}
      (-(g ^ 2 / (2 * k))) := by
  have hV : ∀ i, (eeCoupling g i).IsHermitian := by
    intro i
    refine Matrix.IsHermitian.ext fun a b => ?_
    fin_cases i <;> fin_cases a <;> fin_cases b <;> simp [eeCoupling]
  have hS : ∀ w : Fin 2 → ℂ, strength (eeCoupling g) w = g ^ 2 *
      (((w 0).re ^ 2 + (w 0).im ^ 2 - (w 1).re ^ 2 - (w 1).im ^ 2) ^ 2
        + 4 * ((w 0).re * (w 1).re + (w 0).im * (w 1).im) ^ 2) := by
    intro w
    simp [strength, expect, eeCoupling, Matrix.mulVec, dotProduct, Fin.sum_univ_succ]
    ring
  obtain ⟨M, ⟨⟨u, hu, hM⟩, hmax⟩, hleast⟩ := opik_pryce_extremal hk hV
  have hle : M ≤ g ^ 2 := by
    have hn : Complex.normSq (u 0) + Complex.normSq (u 1) = 1 := by
      have h := (star_dot_self u).symm.trans hu
      rw [Fin.sum_univ_two] at h
      exact_mod_cast h
    rw [Complex.normSq_apply, Complex.normSq_apply] at hn
    have hn2 := congrArg (fun t : ℝ => t ^ 2) hn

    have hX : ((u 0).re ^ 2 + (u 0).im ^ 2 - (u 1).re ^ 2 - (u 1).im ^ 2) ^ 2
        + 4 * ((u 0).re * (u 1).re + (u 0).im * (u 1).im) ^ 2 ≤ 1 := by
      nlinarith [sq_nonneg ((u 0).re * (u 1).im - (u 0).im * (u 1).re)]
    rw [← hM, hS]
    exact mul_le_of_le_one_right (sq_nonneg g) hX
  have hge : g ^ 2 ≤ M := by
    refine hmax ⟨![1, 0], ?_, ?_⟩
    · simp [IsState, dotProduct, Fin.sum_univ_two]
    · rw [hS]
      simp
  rwa [le_antisymm hle hge] at hleast

end

end OpikPryceExtremal
```

Q: How would this appear in a program?

A: As a loop: from a state $u$, set $q_i=-\langle u,V_iu\rangle/k$, diagonalise $H(q)$, take the lowest eigenvector as the new $u$, and repeat. Each half-step minimises $\langle u,H(q)u\rangle$ over $q$ or over $u$ with the other held fixed, so the energy never rises. The loop can still stall away from the global minimum, so run it from several starting states.

```lean
#print axioms OpikPryceExtremal.opik_pryce_extremal
#print axioms OpikPryceExtremal.instability_iff
#print axioms OpikPryceExtremal.ee_minimum
```

```
'OpikPryceExtremal.opik_pryce_extremal' depends on axioms: [propext, Classical.choice, Quot.sound]
'OpikPryceExtremal.instability_iff' depends on axioms: [propext, Classical.choice, Quot.sound]
'OpikPryceExtremal.ee_minimum' depends on axioms: [propext, Classical.choice, Quot.sound]
```
